# A screw-eigenvalue spectrum that repeats after $k \to k+2\pi$ has a multiple of $n/\gcd(n,p)$ bands

A crystal has an $n$-fold screw axis: rotating by $2\pi/n$ and translating by $p/n$ of the lattice period along the axis maps it to itself. On a line in reciprocal space parallel to the axis, each of whose momenta the screw leaves invariant up to a reciprocal-lattice vector, I can label each spinless band by its screw eigenvalue. If $k$ is the Bloch phase per lattice period, these eigenvalues are
$$l_j(k)=e^{i(pk+2\pi j)/n},\qquad j\in\mathbb Z/n .$$
I assume that the shift $k\to k+2\pi$ along the line is a reciprocal-lattice vector. For an axis along the fourfold direction of a tetragonal lattice, this holds if the lattice is primitive but not if it is body-centred. It also holds along the sixfold direction of a hexagonal lattice. For other axis directions it has to be checked separately. When I follow a band from $k$ to $k+2\pi$, I then return to the same physical momentum, but the eigenvalue has generally become a different one. The usual conclusion is that bands separated from all others along the line come in multiples of $n/\gcd(n,p)$. Can the counting behind this be made rigorous and machine-checked, including the claim that no larger divisor is forced?

## Counting bands through the label shift $j\to j+p$

Yes. The hypothesis needed is that the same multiplicities $m_j$, the numbers of bands with label $j$, give the same multiset of eigenvalues at $k$ and at $k+2\pi$. Physically, an isolated group of bands keeps its $m_j$ along the line, because the $n$ possible eigenvalues stay distinct, and the two endpoints are the same momentum by the assumption on the reciprocal lattice.

**The eigenvalues.** Applying the screw $n$ times gives a full rotation and a translation by $p$ periods, so its eigenvalues on spinless Bloch states satisfy $z^n=e^{ipk}$. The $l_j(k)$ are exactly the solutions:

- Replacing $j$ by $j+nq$, with $q$ an integer, multiplies $l_j(k)$ by $e^{2\pi i q}=1$, so the label matters only modulo $n$.
- Each one is a root, since $l_j(k)^n=e^{ipk+2\pi i j}=e^{ipk}$.
- Conversely, if $z^n=e^{ipk}$, then $z\neq0$ and we may write $z=e^w$. Then $nw=ipk+2\pi i t$ for some integer $t$, so $z=e^{i(pk+2\pi t)/n}=l_t(k)$.
- If $l_a(k)=l_b(k)$, then $2\pi i(a-b)/n=2\pi i t$ for some integer $t$. Hence $a=b+tn$, and the labels agree modulo $n$.

**The shift.** Since $p(k+2\pi)+2\pi j=pk+2\pi(j+p)$,
$$l_j(k+2\pi)=l_{j+p}(k).$$

**Closure.** The number $l_{j+p}(k)$ occurs $m_{j+p}$ times in the spectrum at $k$. At $k+2\pi$ it is the eigenvalue with label $j$, so it occurs $m_j$ times. The two spectra therefore agree exactly when $m_{j+p}=m_j$ for every $j$.

**The total.** Let $g=\gcd(n,p)$. Bézout's identity gives integers $u,v$ with $g=nu+pv$. Modulo $n$, a step by $g$ is $v$ steps by $p$, so $m_{j+g}=m_j$. The $n$ labels split into $n/g$ consecutive blocks of length $g$ with equal sums:
$$\sum_j m_j=\frac ng\sum_{i=0}^{g-1}m_i .$$
This proves the divisibility.

**Every multiple occurs.** For a natural number $c$, put $m_j=c$ if $g$ divides $j$ and $m_j=0$ otherwise. This is well defined modulo $n$ because $g\mid n$, and invariant under the shift because $g\mid p$. Among the labels $0,\dots,g-1$ only $0$ is occupied, so the total is $c\,n/g$.

## A fourfold screw with half a period of translation

Take $n=4$, $p=2$, so $g=2$ and $n/g=2$. For $j=0,1,2,3$ the eigenvalues are $1,i,-1,-i$ at $k=0$ and $-1,-i,1,i$ at $k=2\pi$. One band with label $0$ has spectrum $\{1\}$ at the start and $\{-1\}$ at the end, so it does not close. One band on each of the labels $0$ and $2$ gives $\{1,-1\}$ both times. Labels $0$ and $1$ give $\{1,i\}$ and then $\{-1,-i\}$: an even total is necessary, but it does not make every choice of multiplicities close.

## The Lean file

```lean
import Mathlib

open Finset

namespace ScrewAxisBands

noncomputable section

/-- The screw eigenvalue `exp(i(pk + 2πj)/n)` with label `j` at Bloch phase `k`. -/
def screwEigenvalue (n p : ℕ) (k : ℝ) (j : ZMod n) : ℂ :=
  Complex.exp (Complex.I * (((p : ℂ) * k + 2 * Real.pi * (j.val : ℂ)) / n))

/-- The multiset of screw eigenvalues at `k` when label `j` is carried by `m j` bands. -/
def screwSpectrum (n p : ℕ) [NeZero n] (k : ℝ) (m : ZMod n → ℕ) : Multiset ℂ :=
  ∑ j, Multiset.replicate (m j) (screwEigenvalue n p k j)

variable (n p : ℕ) [NeZero n] (k : ℝ)

/-- Any integer representative of a label gives the same screw eigenvalue. -/
theorem screwEigenvalue_intCast (a : ℤ) :
    screwEigenvalue n p k (a : ZMod n) =
      Complex.exp (Complex.I * (((p : ℂ) * k + 2 * Real.pi * (a : ℂ)) / n)) := by
  have hn : (n : ℂ) ≠ 0 := Nat.cast_ne_zero.2 (NeZero.ne n)
  obtain ⟨q, hq⟩ : ∃ q : ℤ, a = ((a : ZMod n).val : ℤ) + n * q :=
    ⟨a / n, by rw [ZMod.val_intCast, Int.emod_def]; ring⟩
  unfold screwEigenvalue
  generalize (a : ZMod n).val = r at hq ⊢
  have hc : (a : ℂ) = r + n * q := by exact_mod_cast hq
  -- the two exponents differ by a multiple of 2πi
  rw [Complex.exp_eq_exp_iff_exists_int]
  refine ⟨-q, ?_⟩
  rw [hc, Int.cast_neg]
  linear_combination (-(2 * Real.pi * q * Complex.I)) * mul_inv_cancel₀ hn

/-- Advancing the Bloch phase by `2π` turns the eigenvalue with label `j` into the one
with label `j + p`. -/
theorem screwEigenvalue_add_two_pi (j : ZMod n) :
    screwEigenvalue n p (k + 2 * Real.pi) j = screwEigenvalue n p k (j + p) := by
  have e : j + (p : ZMod n) = (((j.val : ℤ) + (p : ℤ) : ℤ) : ZMod n) := by
    rw [Int.cast_add, Int.cast_natCast, Int.cast_natCast, ZMod.natCast_zmod_val]
  rw [e, screwEigenvalue_intCast]
  unfold screwEigenvalue
  congr 1
  push_cast
  ring

/-- Different labels have different screw eigenvalues at the same Bloch phase. -/
theorem screwEigenvalue_injective : Function.Injective (screwEigenvalue n p k) := by
  have hn : (n : ℂ) ≠ 0 := Nat.cast_ne_zero.2 (NeZero.ne n)
  have key : ∀ a b : ℕ,
      Complex.exp (Complex.I * (((p : ℂ) * k + 2 * Real.pi * (a : ℂ)) / n)) =
        Complex.exp (Complex.I * (((p : ℂ) * k + 2 * Real.pi * (b : ℂ)) / n)) →
      (a : ZMod n) = b := by
    intro a b h
    obtain ⟨t, ht⟩ := Complex.exp_eq_exp_iff_exists_int.1 h
    have h1 : (a : ℂ) = b + t * n := by
      apply mul_left_cancel₀ Complex.two_pi_I_ne_zero
      linear_combination (n : ℂ) * ht
        - 2 * Real.pi * Complex.I * ((a : ℂ) - b) * mul_inv_cancel₀ hn
    have h2 : (a : ℤ) = b + t * n := by exact_mod_cast h1
    have h3 := congrArg (fun s : ℤ => (s : ZMod n)) h2
    simpa using h3
  intro i j h
  have h4 := key i.val j.val h
  rwa [ZMod.natCast_zmod_val, ZMod.natCast_zmod_val] at h4

/-- The screw eigenvalues at `k` are exactly the `n`-th roots of `exp(ipk)`. -/
theorem pow_eq_iff_screwEigenvalue (z : ℂ) :
    z ^ n = Complex.exp (Complex.I * ((p : ℂ) * k)) ↔
      ∃ j, screwEigenvalue n p k j = z := by
  have hn : (n : ℂ) ≠ 0 := Nat.cast_ne_zero.2 (NeZero.ne n)
  constructor
  · intro hz
    have hz0 : z ≠ 0 := by
      rintro rfl
      rw [zero_pow (NeZero.ne n)] at hz
      exact Complex.exp_ne_zero _ hz.symm
    -- compare logarithms; the winding integer is the label
    rw [← Complex.exp_log hz0, ← Complex.exp_nat_mul,
      Complex.exp_eq_exp_iff_exists_int] at hz
    obtain ⟨t, ht⟩ := hz
    refine ⟨(t : ZMod n), ?_⟩
    have e : Complex.I * (((p : ℂ) * k + 2 * Real.pi * (t : ℂ)) / n) = Complex.log z := by
      linear_combination (-(n : ℂ)⁻¹) * ht + Complex.log z * mul_inv_cancel₀ hn
    rw [screwEigenvalue_intCast, e, Complex.exp_log hz0]
  · rintro ⟨j, rfl⟩
    unfold screwEigenvalue
    rw [← Complex.exp_nat_mul, Complex.exp_eq_exp_iff_exists_int]
    refine ⟨(j.val : ℤ), ?_⟩
    rw [Int.cast_natCast]
    linear_combination Complex.I * ((p : ℂ) * k + 2 * Real.pi * (j.val : ℂ))
      * mul_inv_cancel₀ hn

/-- The eigenvalue with label `i` occurs `m i` times in the spectrum. -/
theorem count_screwSpectrum (m : ZMod n → ℕ) (i : ZMod n) :
    Multiset.count (screwEigenvalue n p k i) (screwSpectrum n p k m) = m i := by
  simp [screwSpectrum, Multiset.count_sum', Multiset.count_replicate,
    (screwEigenvalue_injective n p k).eq_iff]

/-- The spectra at `k + 2π` and `k` agree exactly when the multiplicities are unchanged
by the label shift `j ↦ j + p`. -/
theorem screwSpectrum_closes_iff (m : ZMod n → ℕ) :
    screwSpectrum n p (k + 2 * Real.pi) m = screwSpectrum n p k m ↔
      ∀ j, m (j + p) = m j := by
  constructor
  · intro h j
    calc m (j + p)
        = Multiset.count (screwEigenvalue n p k (j + p)) (screwSpectrum n p k m) :=
          (count_screwSpectrum n p k m _).symm
      _ = Multiset.count (screwEigenvalue n p (k + 2 * Real.pi) j)
            (screwSpectrum n p (k + 2 * Real.pi) m) := by
          rw [h, screwEigenvalue_add_two_pi]
      _ = m j := count_screwSpectrum n p _ m j
  · intro h
    unfold screwSpectrum
    refine Eq.trans ?_ (Equiv.sum_comp (Equiv.addRight (p : ZMod n))
      (fun j => Multiset.replicate (m j) (screwEigenvalue n p k j)))
    refine Finset.sum_congr rfl fun j _ => ?_
    show _ = Multiset.replicate (m (j + p)) (screwEigenvalue n p k (j + p))
    rw [h, screwEigenvalue_add_two_pi]

/-- For multiplicities unchanged by the shift `j ↦ j + p`, the number of bands is
`n / gcd(n,p)` times the number carried by the first `gcd(n,p)` labels. -/
theorem sum_eq_of_shift_invariant (m : ZMod n → ℕ) (h : ∀ j, m (j + p) = m j) :
    ∑ j, m j = n / Nat.gcd n p * ∑ i ∈ range (Nat.gcd n p), m (i : ZMod n) := by
  -- Bézout: the multiplicities also have period gcd(n,p)
  have hg : ((Nat.gcd n p : ℕ) : ZMod n) = (Nat.gcdB n p : ZMod n) * p := by
    have e := congrArg (Int.cast : ℤ → ZMod n) (Nat.gcd_eq_gcd_ab n p)
    rw [Int.cast_natCast, Int.cast_add, Int.cast_mul, Int.cast_mul, Int.cast_natCast,
      Int.cast_natCast, ZMod.natCast_self, zero_mul, zero_add] at e
    rw [e, mul_comm]
  have hp : Function.Periodic m (p : ZMod n) := h
  have hper : Function.Periodic m ((Nat.gcd n p : ℕ) : ZMod n) := by
    rw [hg]
    exact hp.int_mul _
  -- add up the labels one period at a time
  have key : ∀ q : ℕ, ∑ i ∈ range (Nat.gcd n p * q), m (i : ZMod n) =
      q * ∑ i ∈ range (Nat.gcd n p), m (i : ZMod n) := by
    intro q
    induction q with
    | zero => simp
    | succ q ih =>
      rw [Nat.mul_succ, Finset.sum_range_add, ih, Nat.succ_mul]
      congr 1
      refine Finset.sum_congr rfl fun x _ => ?_
      have e : ((Nat.gcd n p * q + x : ℕ) : ZMod n) =
          (x : ZMod n) + (q : ZMod n) * ((Nat.gcd n p : ℕ) : ZMod n) := by
        push_cast
        ring
      rw [e]
      exact hper.nat_mul q _
  have hq := key (n / Nat.gcd n p)
  rw [Nat.mul_div_cancel' (Nat.gcd_dvd_left n p)] at hq
  rw [← hq]
  exact Finset.sum_nbij' (fun j => j.val) (fun i => (i : ZMod n))
    (fun j _ => Finset.mem_range.2 (ZMod.val_lt j)) (fun _ _ => Finset.mem_univ _)
    (fun j _ => ZMod.natCast_zmod_val j)
    (fun i hi => ZMod.val_cast_of_lt (Finset.mem_range.1 hi))
    (fun j _ => by rw [ZMod.natCast_zmod_val])

/-- If the screw spectrum is the same at `k` and `k + 2π`, the number of bands is
divisible by `n / gcd(n,p)`. -/
theorem band_number_dvd (m : ZMod n → ℕ)
    (h : screwSpectrum n p (k + 2 * Real.pi) m = screwSpectrum n p k m) :
    n / Nat.gcd n p ∣ ∑ j, m j :=
  ⟨_, sum_eq_of_shift_invariant n p m ((screwSpectrum_closes_iff n p k m).1 h)⟩

/-- A number `N` of bands admits multiplicities with the same screw spectrum at `k` and
`k + 2π` exactly when `N` is a multiple of `n / gcd(n,p)`. -/
theorem band_number_allowed_iff (N : ℕ) :
    (∃ m : ZMod n → ℕ, screwSpectrum n p (k + 2 * Real.pi) m = screwSpectrum n p k m ∧
      ∑ j, m j = N) ↔ n / Nat.gcd n p ∣ N := by
  constructor
  · rintro ⟨m, h, rfl⟩
    exact band_number_dvd n p k m h
  · rintro ⟨c, rfl⟩
    -- put c bands on every label divisible by gcd(n,p)
    obtain ⟨m, hm⟩ : ∃ m : ZMod n → ℕ, ∀ j, m j =
        if ZMod.castHom (Nat.gcd_dvd_left n p) (ZMod (Nat.gcd n p)) j = 0 then c else 0 :=
      ⟨_, fun _ => rfl⟩
    have hinv : ∀ j, m (j + p) = m j := by
      intro j
      have e : ZMod.castHom (Nat.gcd_dvd_left n p) (ZMod (Nat.gcd n p)) (j + p) =
          ZMod.castHom (Nat.gcd_dvd_left n p) (ZMod (Nat.gcd n p)) j := by
        rw [map_add, map_natCast,
          (ZMod.natCast_eq_zero_iff _ _).2 (Nat.gcd_dvd_right n p), add_zero]
      simp only [hm, e]
    have hs : ∑ i ∈ range (Nat.gcd n p), m (i : ZMod n) = c := by
      rw [Finset.sum_eq_single 0]
      · rw [hm, Nat.cast_zero, map_zero, if_pos rfl]
      · intro i hi hi0
        rw [hm, map_natCast, if_neg]
        intro h0
        exact hi0 (Nat.eq_zero_of_dvd_of_lt ((ZMod.natCast_eq_zero_iff _ _).1 h0)
          (Finset.mem_range.1 hi))
      · intro h0
        exact absurd (Finset.mem_range.2
          (Nat.gcd_pos_of_pos_left p (Nat.pos_of_ne_zero (NeZero.ne n)))) h0
    exact ⟨m, (screwSpectrum_closes_iff n p k m).2 hinv,
      by rw [sum_eq_of_shift_invariant n p m hinv, hs]⟩

end

end ScrewAxisBands
```

```lean
#print axioms ScrewAxisBands.pow_eq_iff_screwEigenvalue
-- 'ScrewAxisBands.pow_eq_iff_screwEigenvalue' depends on axioms: [propext, Classical.choice, Quot.sound]
#print axioms ScrewAxisBands.screwSpectrum_closes_iff
-- 'ScrewAxisBands.screwSpectrum_closes_iff' depends on axioms: [propext, Classical.choice, Quot.sound]
#print axioms ScrewAxisBands.band_number_allowed_iff
-- 'ScrewAxisBands.band_number_allowed_iff' depends on axioms: [propext, Classical.choice, Quot.sound]
```

## What the definitions and theorems say

`screwEigenvalue n p k j` is $l_j(k)$. The label has type `ZMod n`, and `j.val` is its representative between $0$ and $n-1$. The real number `k` is a phase in radians, the wavevector component along the axis times the lattice period. The instance `NeZero n` says $n>0$, while `p` is any natural number, including $0$ and values above $n$. The sign convention is that translation by one period acts on a Bloch state as $e^{ik}$.

`screwSpectrum n p k m` is a multiset of complex numbers in which $l_j(k)$ is repeated `m j` times. The same function `m` is used at both phases, which encodes the constancy of the multiplicities along the line.

`band_number_dvd` says that if the two multisets agree, then $n/\gcd(n,p)$ divides $\sum_j m_j$. `band_number_allowed_iff` says that, at any given $k$, a number $N$ is the total of some closing choice of multiplicities exactly when it is such a multiple. If $p=0$ or $n=1$, the divisor is $1$ and nothing is forced.

The file starts from the eigenvalue formula and contains no Hamiltonian, Bloch states or energies. Closure is a hypothesis, and its origin in an isolated band group is the physical argument given above. Sharpness concerns multiplicities: it does not supply a crystal that realises them, and further symmetries may demand more bands. Spin-half electrons with double-valued rotations, for which a full rotation contributes $-1$, are not treated.

For non-interacting, spinless bands on a line of the kind described at the start, where $k$ and $k+2\pi$ are the same momentum, the result gives a check on electronic-structure calculations: a set of bands chosen as isolated along the whole line, for instance to build a reduced model, must have an allowed size.

## How the proof follows the calculation

`screwEigenvalue_intCast` proves independence of the representative. It writes the integer as $a=r+nq$ and uses `Complex.exp_eq_exp_iff_exists_int`: two exponentials are equal exactly when their exponents differ by an integer multiple of $2\pi i$. The algebra is closed by `linear_combination`, with $n\,n^{-1}=1$ as an ingredient. The shift rule `screwEigenvalue_add_two_pi` then follows by choosing the representative `j.val + p` and comparing exponents with `ring`.

`screwEigenvalue_injective` extracts the integer $t$ from equal exponentials, cancels $2\pi i$ and reduces $a=b+tn$ modulo $n$. In `pow_eq_iff_screwEigenvalue`, the $w$ of the derivation is `Complex.log z`, and the integer obtained by comparing exponents becomes the label.

`count_screwSpectrum` uses distinctness to show that $l_i(k)$ occurs exactly `m i` times. In `screwSpectrum_closes_iff`, the forward direction is the chain of counts from the closure step. The reverse direction reindexes the sum over labels by $j\mapsto j+p$, using `Equiv.addRight`.

`sum_eq_of_shift_invariant` carries the arithmetic. Here `hg` is Bézout's identity modulo $n$, with `Nat.gcdB n p` as $v$, and `hper` is the resulting period $g$. The statement `key` adds up $q$ blocks by induction on $q$. Taking $q=n/g$ gives a sum over $0,\dots,n-1$, which `Finset.sum_nbij'` matches with the sum over `ZMod n`.

`band_number_dvd` combines this formula with the closure criterion. For the converse in `band_number_allowed_iff`, the map `ZMod.castHom` reduces a label modulo $g$, so "divisible by $g$" becomes "reduces to $0$". `hinv` verifies shift invariance, and `hs` shows that the first $g$ labels carry $c$ bands in total.
